# On a ring with equal hop strengths and zero site energies, local moments depend on the bond phases only through their sum

A charged particle hops around a closed ring threaded by a magnetic flux. The sites are numbered \(j=0,\dots,N-1\) and site indices are read modulo \(N\). All site energies are zero. The hop from \(j\) to \(j+1\) has amplitude \(t\,e^{i\theta_j}\) and the reverse hop has amplitude \(t\,e^{-i\theta_j}\), with \(t\) and all \(\theta_j\) real. Rows label the site of arrival, so for \(N\ge 3\)

\[
H_{j+1,j}=t\,e^{i\theta_j},\qquad H_{j,j+1}=t\,e^{-i\theta_j},\qquad H_{jj}=0 .
\]

The total phase of one forward turn is \(F=\sum_j\theta_j\). It is a dimensionless angle, although the Lean code calls it `flux`. The \(m\)-th local moment at site \(j\) is \((H^m)_{jj}\), which is the \(m\)-th energy moment of the local density of states there.

For every site \(j\) and every \(m\ge 0\),

\[
(H^m)_{jj}=t^m\sum_{\substack{0\le k\le m\\ N\,\mid\,2k-m}}\binom{m}{k}\,e^{iF(2k-m)/N}.
\]

Here \(k\) counts the forward hops in a sequence of \(m\) hops, and \((2k-m)/N\) is the number of times the sequence winds around the ring.

## Reference values for codes that work with moments

For this non-interacting ring with a single hop strength, the formula gives reference values for a code that builds a density of states from moments of a Hamiltonian with magnetic phases. It also shows which mistakes the moments can reveal.

- The whole phase may sit on one bond or be spread evenly over all of them; the moments are the same.
- For \(m<N\) only \(2k=m\) contributes, so these moments carry no information about \(F\). The flux first enters at \(m=N\), through the term \(2t^N\cos F\). If one bond has a wrong phase but \(H\) is still Hermitian, a comparison has to reach at least that order to show it.
- Exchanging \(k\) and \(m-k\) shows that the moments are even in \(F\). They can't detect a global sign error in the phases.

## Counting closed hop sequences

Let \(T\) be the forward hop with unit amplitude, \(T_{ij}=e^{i\theta_j}\) if \(i=j+1\) and zero otherwise. Then \(H=t\,(T+T^\dagger)\).

**Spreading the phase evenly.** Define the gauge function

\[
\chi_j=\sum_{l=0}^{j-1}\Bigl(\theta_l-\frac FN\Bigr),\qquad 0\le j\le N-1 .
\]

It satisfies \(\chi_{j+1}=\chi_j+\theta_j-F/N\) on every bond. Inside the range this is the definition. On the closing bond, \(j=N-1\), the right-hand side is the sum of all deviations, \(F-N\cdot F/N=0\), which equals \(\chi_0\).

**Powers of the forward hop.** By induction on \(k\),

\[
(T^k)_{ij}=\begin{cases}e^{i(\chi_i-\chi_j+kF/N)} & i=j+k,\\ 0&\text{otherwise.}\end{cases}
\]

For \(k=0\) this is the identity matrix. In the step from \(k\) to \(k+1\), only the intermediate site \(p=j+k\) contributes, and then \(i=p+1\). The phases add up to

\[
\theta_p+\chi_p-\chi_j+\frac{kF}{N}=\chi_{p+1}-\chi_j+\frac{(k+1)F}{N}.
\]

**Forward and backward hops together.** In \((T^k(T^\dagger)^l)_{ij}\) the intermediate site must be \(p=i-k\). The second factor is the complex conjugate of \((T^l)_{jp}\), which requires \(j=p+l\), that is \(i+l=j+k\). The phase is then

\[
\Bigl(\chi_i-\chi_p+\frac{kF}{N}\Bigr)-\Bigl(\chi_j-\chi_p+\frac{lF}{N}\Bigr)=\chi_i-\chi_j+\frac{(k-l)F}{N}.
\]

**Expanding the power.** With \(k=l=1\) the last result says \(TT^\dagger=1\). For a finite square matrix this implies \(T^\dagger T=1\), so \(T\) and \(T^\dagger\) commute and the binomial theorem applies:

\[
H^m=t^m\sum_{k=0}^m\binom mk\,T^k(T^\dagger)^{m-k}.
\]

On the diagonal \(\chi_i-\chi_j=0\). The condition \(j+(m-k)=j+k\) modulo \(N\) means that \(N\) divides \(2k-m\), and the remaining phase is \((2k-m)F/N\). This is the formula.

**Three consequences.** In each surviving term \(2k-m=Nq\) with an integer \(q\), so the phase is \(qF\), and shifting \(F\) by a multiple of \(2\pi\) changes nothing. If \(N\) is even and \(m\) odd, then \(2k-m\) is odd and never divisible by \(N\), so the moment vanishes. For \(N=3\) and \(m=5\) only \(k=1\) and \(k=4\) survive, which gives \(5t^5(e^{-iF}+e^{iF})=10\,t^5\cos F\).

## The Lean source

```lean
import Mathlib

open Matrix

namespace FluxRingMoments

noncomputable section

variable {N : ℕ} [NeZero N]

/-- The Hamiltonian of a ring with zero site energies: the hop from `j` to `j + 1` has amplitude
`t exp(i θ_j)`, the reverse hop has amplitude `t exp(-i θ_j)`, and coinciding hops add. -/
def hamiltonian (t : ℝ) (θ : ZMod N → ℝ) : Matrix (ZMod N) (ZMod N) ℂ :=
  Matrix.of fun i j =>
    (if i = j + 1 then (t : ℂ) * Complex.exp (θ j * Complex.I) else 0) +
    (if j = i + 1 then (t : ℂ) * Complex.exp (-(θ i * Complex.I)) else 0)

/-- The total phase collected on one forward turn around the ring. -/
def flux (θ : ZMod N → ℝ) : ℝ := ∑ j, θ j

/-- The forward hop with unit amplitude, which moves a particle from `j` to `j + 1` with
phase `θ_j`. -/
def forwardHop (θ : ZMod N → ℝ) : Matrix (ZMod N) (ZMod N) ℂ :=
  Matrix.of fun i j => if i = j + 1 then Complex.exp (θ j * Complex.I) else 0

/-- The gauge function: the accumulated deviation of the bond phases from their mean, summed
over the bonds from site `0` to site `j`. -/
def gauge (θ : ZMod N → ℝ) (j : ZMod N) : ℝ :=
  ∑ l ∈ Finset.range j.val, (θ (l : ZMod N) - flux θ / N)

omit [NeZero N] in
/-- On a ring of at least three sites the Hamiltonian has the hopping amplitudes
`t exp(i θ_j)` forward and `t exp(-i θ_j)` backward, and zero site energies. -/
theorem hamiltonian_entries (hN : 3 ≤ N) (t : ℝ) (θ : ZMod N → ℝ) (j : ZMod N) :
    hamiltonian t θ (j + 1) j = t * Complex.exp (θ j * Complex.I) ∧
    hamiltonian t θ j (j + 1) = t * Complex.exp (-(θ j * Complex.I)) ∧
    hamiltonian t θ j j = 0 := by
  have small : ∀ a : ℕ, 0 < a → a < 3 → (a : ZMod N) ≠ 0 := by
    intro a ha ha3 h
    have := Nat.le_of_dvd ha ((CharP.cast_eq_zero_iff (ZMod N) N a).mp h)
    omega
  have h1 : j ≠ j + 1 := fun h => small 1 (by norm_num) (by norm_num) (by
    push_cast
    linear_combination -h)
  have h2 : j ≠ j + 1 + 1 := fun h => small 2 (by norm_num) (by norm_num) (by
    push_cast
    linear_combination -h)
  refine ⟨?_, ?_, ?_⟩
  · simp only [hamiltonian, Matrix.of_apply, if_true, if_neg h2, add_zero]
  · simp only [hamiltonian, Matrix.of_apply, if_true, if_neg h2, zero_add]
  · simp only [hamiltonian, Matrix.of_apply, if_neg h1, add_zero]

/-- Across each bond, including the one that closes the ring, the gauge function grows by the
bond phase minus the mean phase `F / N`. -/
theorem gauge_succ (θ : ZMod N → ℝ) (j : ZMod N) :
    gauge θ (j + 1) = gauge θ j + θ j - flux θ / N := by
  have hv : (j + 1).val = (j.val + 1) % N := by
    rw [ZMod.val_add, ZMod.val_one_eq_one_mod, Nat.add_mod_mod]
  have hstep : ∑ l ∈ Finset.range (j.val + 1), (θ (l : ZMod N) - flux θ / N)
      = gauge θ j + θ j - flux θ / N := by
    rw [Finset.sum_range_succ, ZMod.natCast_zmod_val, gauge]
    ring
  rcases Nat.lt_or_ge (j.val + 1) N with h | h
  · rw [← hstep, gauge, hv, Nat.mod_eq_of_lt h]
  · -- the closing bond: the deviations from the mean add up to zero
    have hj : j.val + 1 = N := le_antisymm (ZMod.val_lt j) h
    have hsum : ∑ l ∈ Finset.range N, θ (l : ZMod N) = flux θ := by
      unfold flux
      refine Finset.sum_bij' (fun l _ => (l : ZMod N)) (fun i _ => i.val) ?_ ?_ ?_ ?_ ?_
      · intro l _
        exact Finset.mem_univ _
      · intro i _
        exact Finset.mem_range.mpr (ZMod.val_lt i)
      · intro l hl
        show (l : ZMod N).val = l
        rw [ZMod.val_natCast, Nat.mod_eq_of_lt (Finset.mem_range.mp hl)]
      · intro i _
        exact ZMod.natCast_zmod_val i
      · intro l _
        rfl
    have hN : (N : ℝ) ≠ 0 := Nat.cast_ne_zero.mpr (NeZero.ne N)
    rw [← hstep, gauge, hv, hj, Nat.mod_self, Finset.sum_range_zero, Finset.sum_sub_distrib,
      hsum, Finset.sum_const, Finset.card_range, nsmul_eq_mul, mul_div_cancel₀ _ hN, sub_self]

/-- After `k` forward hops a particle has moved by `k` sites, with phase `k F / N` plus the
difference of the gauge function between the end points. -/
theorem forwardHop_pow (θ : ZMod N → ℝ) (k : ℕ) (i j : ZMod N) :
    (forwardHop θ ^ k) i j = if i = j + k then
      Complex.exp (((gauge θ i - gauge θ j + k * (flux θ / N) : ℝ) : ℂ) * Complex.I) else 0 := by
  induction k generalizing i with
  | zero =>
    by_cases h : i = j
    · subst h
      simp
    · simp [h]
  | succ k ih =>
    rw [pow_succ', Matrix.mul_apply, Finset.sum_eq_single (j + (k : ZMod N))]
    · rw [ih, if_pos rfl]
      by_cases h : i = j + k + 1
      · have h' : i = j + ((k + 1 : ℕ) : ZMod N) := by
          rw [h]
          push_cast
          ring
        rw [if_pos h', forwardHop, Matrix.of_apply, if_pos h, ← Complex.exp_add, h, gauge_succ]
        congr 1
        push_cast
        ring
      · have h' : ¬ i = j + ((k + 1 : ℕ) : ZMod N) := fun e => h (by
          rw [e]
          push_cast
          ring)
        rw [if_neg h', forwardHop, Matrix.of_apply, if_neg h, zero_mul]
    · intro p _ hp
      rw [ih, if_neg hp, mul_zero]
    · intro h
      exact absurd (Finset.mem_univ _) h

/-- The matrix element of `l` backward hops followed by `k` forward hops: it vanishes unless the
displacement fits the end points, and its phase is `(k - l) F / N` plus the gauge difference. -/
theorem hop_word (θ : ZMod N → ℝ) (k l : ℕ) (i j : ZMod N) :
    (forwardHop θ ^ k * (forwardHop θ)ᴴ ^ l) i j = if i + l = j + k then
      Complex.exp (((gauge θ i - gauge θ j + ((k : ℝ) - l) * (flux θ / N) : ℝ) : ℂ)
        * Complex.I) else 0 := by
  rw [← Matrix.conjTranspose_pow, Matrix.mul_apply, Finset.sum_eq_single (i - (k : ZMod N))]
  · rw [Matrix.conjTranspose_apply, forwardHop_pow, forwardHop_pow,
      if_pos (sub_add_cancel i (k : ZMod N)).symm]
    by_cases h : i + l = j + k
    · have h' : j = i - k + l := by linear_combination -h
      rw [if_pos h, if_pos h', Complex.star_def, ← Complex.exp_conj, map_mul,
        Complex.conj_ofReal, Complex.conj_I, ← Complex.exp_add]
      congr 1
      push_cast
      ring
    · have h' : ¬ j = i - k + l := fun e => h (by linear_combination -e)
      rw [if_neg h, if_neg h', star_zero, mul_zero]
  · intro p _ hp
    have h' : ¬ i = p + k := fun e => hp (by linear_combination -e)
    rw [forwardHop_pow, if_neg h', zero_mul]
  · intro h
    exact absurd (Finset.mem_univ _) h

omit [NeZero N] in
/-- The Hamiltonian is `t` times the sum of the forward hop and its adjoint. -/
theorem hamiltonian_eq (t : ℝ) (θ : ZMod N → ℝ) :
    hamiltonian t θ = (t : ℂ) • (forwardHop θ + (forwardHop θ)ᴴ) := by
  ext i j
  have hs : star (Complex.exp (θ i * Complex.I)) = Complex.exp (-(θ i * Complex.I)) := by
    rw [Complex.star_def, ← Complex.exp_conj, map_mul, Complex.conj_ofReal, Complex.conj_I,
      mul_neg]
  simp only [hamiltonian, forwardHop, Matrix.smul_apply, Matrix.add_apply,
    Matrix.conjTranspose_apply, Matrix.of_apply, smul_eq_mul, mul_add, apply_ite star, hs,
    star_zero, mul_ite, mul_zero]

/-- **Flux dependence of the local moments.** At every site, `(H^m)_jj` is `t^m` times the sum of
`binom(m,k) exp(i F (2k - m) / N)` over those `0 ≤ k ≤ m` for which `N` divides `2k - m`. -/
theorem local_moment (t : ℝ) (θ : ZMod N → ℝ) (m : ℕ) (j : ZMod N) :
    (hamiltonian t θ ^ m) j j = (t : ℂ) ^ m *
      ∑ k ∈ (Finset.range (m + 1)).filter (fun k : ℕ => (N : ℤ) ∣ 2 * (k : ℤ) - (m : ℤ)),
        (m.choose k : ℂ) * Complex.exp (Complex.I * flux θ * (2 * k - m) / N) := by
  -- the forward hop is unitary, so it commutes with its adjoint
  have hu : forwardHop θ * (forwardHop θ)ᴴ = 1 := by
    ext a b
    have h := hop_word θ 1 1 a b
    rw [pow_one, pow_one] at h
    rw [h, Matrix.one_apply]
    by_cases e : a = b
    · subst e
      simp
    · simp [e]
  have hc : Commute (forwardHop θ) (forwardHop θ)ᴴ := hu.trans (mul_eq_one_comm.mp hu).symm
  rw [hamiltonian_eq, smul_pow, hc.add_pow, Matrix.smul_apply, Matrix.sum_apply, smul_eq_mul,
    Finset.sum_filter]
  congr 1
  refine Finset.sum_congr rfl fun k hk => ?_
  have hkm : k ≤ m := Nat.lt_succ_iff.mp (Finset.mem_range.mp hk)
  -- a word returns to its starting site exactly when `N` divides the net displacement
  have hclosed : j + ((m - k : ℕ) : ZMod N) = j + k ↔ (N : ℤ) ∣ 2 * (k : ℤ) - (m : ℤ) := by
    rw [← CharP.intCast_eq_zero_iff (ZMod N) N, Nat.cast_sub hkm]
    push_cast
    constructor
    · intro h
      linear_combination -h
    · intro h
      linear_combination -h
  rw [← nsmul_eq_mul', Matrix.smul_apply, nsmul_eq_mul, hop_word]
  by_cases h : (N : ℤ) ∣ 2 * (k : ℤ) - (m : ℤ)
  · rw [if_pos h, if_pos (hclosed.mpr h), Nat.cast_sub hkm]
    congr 2
    push_cast
    ring
  · rw [if_neg h, if_neg (fun e => h (hclosed.mp e)), mul_zero]

/-- Two sets of bond phases whose total phases differ by an integer multiple of `2π` give the same
local moments. -/
theorem local_moment_periodic (t : ℝ) (θ θ' : ZMod N → ℝ) (n : ℤ)
    (h : flux θ' = flux θ + 2 * Real.pi * n) (m : ℕ) (j : ZMod N) :
    (hamiltonian t θ' ^ m) j j = (hamiltonian t θ ^ m) j j := by
  rw [local_moment, local_moment]
  congr 1
  refine Finset.sum_congr rfl fun k hk => ?_
  obtain ⟨q, hq⟩ := (Finset.mem_filter.mp hk).2
  have hq' : (2 * k - m : ℂ) = N * q := by exact_mod_cast hq
  have hN : (N : ℂ) ≠ 0 := Nat.cast_ne_zero.mpr (NeZero.ne N)
  congr 1
  -- the winding number `q` turns the shift of the flux into a whole number of turns
  rw [Complex.exp_eq_exp_iff_exists_int]
  refine ⟨n * q, ?_⟩
  rw [hq', h]
  push_cast
  field_simp

/-- On a ring with an even number of sites all odd local moments vanish, whatever the flux. -/
theorem odd_moment_eq_zero (hN : Even N) (t : ℝ) (θ : ZMod N → ℝ) {m : ℕ} (hm : Odd m)
    (j : ZMod N) : (hamiltonian t θ ^ m) j j = 0 := by
  rw [local_moment, Finset.filter_false_of_mem, Finset.sum_empty, mul_zero]
  intro k _ hd
  have h2 : (2 : ℤ) ∣ (N : ℤ) := by exact_mod_cast hN.two_dvd
  have h3 := h2.trans hd
  obtain ⟨r, hr⟩ := hm
  omega

/-- On a triangle the fifth local moment is `10 t^5 cos F`. -/
theorem triangle_fifth_moment (t : ℝ) (θ : ZMod 3 → ℝ) (j : ZMod 3) :
    (hamiltonian t θ ^ 5) j j = 10 * (t : ℂ) ^ 5 * Complex.cos (flux θ) := by
  have hf : (Finset.range (5 + 1)).filter
      (fun k : ℕ => ((3 : ℕ) : ℤ) ∣ 2 * (k : ℤ) - ((5 : ℕ) : ℤ)) = {1, 4} := by decide
  have c1 : Nat.choose 5 1 = 5 := by decide
  have c4 : Nat.choose 5 4 = 5 := by decide
  -- one winding in each direction
  have e1 : Complex.I * flux θ * (2 * ((1 : ℕ) : ℂ) - ((5 : ℕ) : ℂ)) / ((3 : ℕ) : ℂ)
      = -(flux θ : ℂ) * Complex.I := by
    push_cast
    ring
  have e4 : Complex.I * flux θ * (2 * ((4 : ℕ) : ℂ) - ((5 : ℕ) : ℂ)) / ((3 : ℕ) : ℂ)
      = (flux θ : ℂ) * Complex.I := by
    push_cast
    ring
  rw [local_moment, hf, Finset.sum_pair (by norm_num), c1, c4, e1, e4, Complex.cos]
  push_cast
  ring

end

end FluxRingMoments
```

```lean
#print axioms FluxRingMoments.local_moment
#print axioms FluxRingMoments.local_moment_periodic
#print axioms FluxRingMoments.odd_moment_eq_zero
#print axioms FluxRingMoments.triangle_fifth_moment
```

```
'FluxRingMoments.local_moment' depends on axioms: [propext, Classical.choice, Quot.sound]
'FluxRingMoments.local_moment_periodic' depends on axioms: [propext, Classical.choice, Quot.sound]
'FluxRingMoments.odd_moment_eq_zero' depends on axioms: [propext, Classical.choice, Quot.sound]
'FluxRingMoments.triangle_fifth_moment' depends on axioms: [propext, Classical.choice, Quot.sound]
```

## From the gauge function to the moments in Lean

`gauge_succ` proves the bond relation for \(\chi\). It separates the ordinary bonds from the closing one, where `hsum` identifies the sum over \(0,\dots,N-1\) with the sum over all sites.

`forwardHop_pow` is the induction on \(k\). `Finset.sum_eq_single` selects the one intermediate site, and `gauge_succ` converts the new bond phase. `hop_word` treats the mixed product in the same way, with intermediate site \(i-k\); its `linear_combination` steps rearrange site equations modulo \(N\). `hamiltonian_eq` is \(H=t(T+T^\dagger)\).

In `local_moment`, `hu` is \(TT^\dagger=1\), `hc` is the commutation, and `hc.add_pow` is the binomial expansion. The equivalence `hclosed` translates the return to the starting site into divisibility of \(2k-m\) by \(N\), and the sum is then compared term by term.

The consequences follow the argument above. `local_moment_periodic` extracts the winding number \(q\), `odd_moment_eq_zero` is a parity argument closed by `omega`, and `triangle_fifth_moment` finds the surviving set \(\{1,4\}\) by `decide`.

## Ring sizes, phases and the physical flux

`local_moment` takes a real `t`, real bond phases `θ`, any natural number `m` and any site `j`. Sites are elements of `ZMod N`, so `j + 1` closes the ring automatically, and `NeZero N` requires at least one site. The filtered range is the restricted sum over \(k\). Divisibility is tested in the integers and the exponent is computed in the complex numbers, so negative values of \(2k-m\) are treated correctly.

The formula also holds for \(N=1\) and \(N=2\), because `hamiltonian` adds hops that connect the same pair of sites. For \(N=2\) the two bonds are parallel and \(H_{10}=t(e^{i\theta_0}+e^{-i\theta_1})\); for \(N=1\) the single entry is \(2t\cos\theta_0\). For \(t\ne 0\), a code that overwrites a matrix entry where it should add to it builds a different matrix at these sizes. From three sites on, `hamiltonian_entries` confirms the two neighbour amplitudes and the zero diagonal. That all other entries vanish is visible in the definition.

`local_moment_periodic` compares two arbitrary phase patterns whose sums differ by \(2\pi n\), with \(n\) an integer. The case \(n=0\) says that only the total phase matters.

The theorems concern one particle on a finite ring with a common hop strength, nearest-neighbour hops and zero site energies. Disorder in the site energies or hop strengths, longer hops and interactions lie beyond them, and so does the rounding error of a floating-point calculation.

The step from the model to a real ring is the Peierls substitution, which for a particle of charge \(\pm e\) sets \(F\) equal, up to a sign convention, to \(2\pi\) times the enclosed magnetic flux in units of the flux quantum \(h/e\). In the Lean code the phases are simply given numbers.
